# The electrostatic energy of two frozen 1s hydrogen atoms changes sign once, between 1.3 and 1.4 bohr

A charge-penetration term can be fitted to first-order electrostatic energies from symmetry-adapted perturbation theory (SAPT). Knowing the sign of the exact energy in a simple case gives a check on such a term. For two hydrogen atoms with frozen, spherical 1s clouds, the sign of the energy is settled here at every distance R > 0: positive below a crossing point R₀, zero at R₀ and negative beyond it. All multipole moments of these atoms vanish, so the whole energy is penetration.

Atomic units are used throughout. Each cloud has density exp(−2r)/π, hence radial density 4r² exp(−2r).

## The model

```lean
import Mathlib

open MeasureTheory Set Filter Topology

namespace PenetrationEnergy

noncomputable section
```

This loads Mathlib and opens a namespace for the names below.

```lean
/-- A quadratic polynomial times the decaying exponential `exp (-m x)`. -/
def quadExp (m p q t x : ℝ) : ℝ := (p * x ^ 2 + q * x + t) * Real.exp (-m * x)
```

`quadExp` is the function (px² + qx + t) exp(−mx). Every integral below has a primitive built from such functions and polynomials.

```lean
/-- Electrostatic potential of a unit 1s cloud at distance `r > 0` from its centre,
in atomic units. -/
def cloudPotential (r : ℝ) : ℝ := 1 / r - Real.exp (-2 * r) * (1 + 1 / r)
```

This is the potential V of a cloud of unit positive charge:

V(r) = 1/r − exp(−2r)(1 + 1/r)

```lean
/-- Charge of the 1s cloud inside a sphere of radius `r ≥ 0`. -/
def enclosedCharge (r : ℝ) : ℝ := 1 - Real.exp (-2 * r) * (1 + 2 * r + 2 * r ^ 2)
```

The charge within radius r is Q(r) = 1 − exp(−2r)(1 + 2r + 2r²).

```lean
/-- Mean of the cloud potential over a sphere of radius `r > 0` whose centre lies at
distance `R > 0` from the centre of the cloud. -/
def shellMean (R r : ℝ) : ℝ :=
  (∫ s in |R - r|..(R + r), s * cloudPotential s) / (2 * R * r)
```

Take a sphere of radius r centred at distance R from the cloud's centre. A point on it at polar angle θ lies at distance s from that centre, with s² = R² + r² − 2Rr cos θ, so s ds = Rr sin θ dθ. The mean of V over the sphere is therefore

M(R,r) = (1/(2Rr)) ∫ s V(s) ds, from |R−r| to R+r

The definition starts from this one-dimensional form; the change of variable is the argument by hand.

```lean
/-- Coulomb repulsion of two 1s clouds with centres at distance `R > 0`: the radial density
of one cloud weighted with the shell mean of the potential of the other. -/
def cloudRepulsion (R : ℝ) : ℝ :=
  ∫ r in Ioi (0 : ℝ), 4 * r ^ 2 * Real.exp (-2 * r) * shellMean R r
```

The cloud–cloud repulsion is summed shell by shell, with `Ioi 0` denoting the interval (0,∞):

J(R) = ∫ 4r² exp(−2r) M(R,r) dr, from 0 to ∞

```lean
/-- First-order electrostatic energy of two 1s atoms at distance `R > 0`: nuclear repulsion,
two nucleus-cloud attractions and the repulsion of the clouds. -/
def electrostaticEnergy (R : ℝ) : ℝ := 1 / R - 2 * cloudPotential R + cloudRepulsion R
```

The energy is E(R) = 1/R − 2V(R) + J(R). The minus sign accounts for the electrons' negative charge. Exchange, induction and dispersion are absent.

```lean
/-- A primitive of `s` times the cloud potential. -/
def shellPrimitive (s : ℝ) : ℝ := s + quadExp 2 0 (1 / 2) (3 / 4) s
```

This names P(s) = s + (s/2 + 3/4) exp(−2s), a primitive of sV(s).

```lean
/-- The radial integrand of the cloud repulsion, multiplied by the distance `R`. -/
def radialIntegrand (R r : ℝ) : ℝ :=
  2 * r * Real.exp (-2 * r) * (shellPrimitive (R + r) - shellPrimitive |R - r|)
```

This is the integrand of J multiplied by R:

g(R,r) = 2r exp(−2r) [P(R+r) − P(|R−r|)]

## Tying the potential to the density

```lean
/-- The derivative of a quadratic polynomial times a decaying exponential. -/
theorem quadExp_hasDerivAt (m p q t r : ℝ) : HasDerivAt (quadExp m p q t)
    ((2 * p * r + q - m * (p * r ^ 2 + q * r + t)) * Real.exp (-m * r)) r := by
  have hsq : HasDerivAt (fun x : ℝ => x ^ 2) (2 * r) r := by simpa using hasDerivAt_pow 2 r
  have he := ((hasDerivAt_id' r).const_mul (-m)).exp
  have hp := ((hsq.const_mul p).fun_add ((hasDerivAt_id' r).const_mul q)).add_const t
  exact (hp.fun_mul he).congr_deriv (by ring)
```

`HasDerivAt f f' r` says that f has derivative f' at r. The proof is the product rule.

```lean
/-- A quadratic polynomial times a decaying exponential vanishes at infinity. -/
theorem quadExp_tendsto {m : ℝ} (hm : 0 < m) (p q t : ℝ) :
    Tendsto (quadExp m p q t) atTop (𝓝 0) := by
  have hlin : Tendsto (fun x : ℝ => m * x) atTop atTop := tendsto_id.const_mul_atTop hm
  have h := fun n : ℕ => (Real.tendsto_pow_mul_exp_neg_atTop_nhds_zero n).comp hlin
  have hs := ((h 2).const_mul (p / m ^ 2)).add
    (((h 1).const_mul (q / m)).add ((h 0).const_mul t))
  simp only [mul_zero, add_zero] at hs
  refine hs.congr (fun x => ?_)
  have e2 : p / m ^ 2 * (m * x) ^ 2 = p * x ^ 2 := by field_simp
  have e1 : q / m * (m * x) = q * x := by field_simp
  simp only [Function.comp_apply, quadExp, neg_mul]
  linear_combination Real.exp (-(m * x)) * e2 + Real.exp (-(m * x)) * e1
```

For m > 0, `quadExp` tends to 0 at infinity. Substituting y = mx reduces this to yⁿ exp(−y) → 0 for n = 0, 1, 2.

```lean
/-- Gauss's law for the 1s cloud: the field is the enclosed charge over `r ^ 2`, the enclosed
charge starts at zero and grows with the radial density, and the potential vanishes at
infinity. -/
theorem gauss_law :
    (∀ r : ℝ, 0 < r → HasDerivAt cloudPotential (-(enclosedCharge r / r ^ 2)) r) ∧
    (∀ r : ℝ, HasDerivAt enclosedCharge (4 * r ^ 2 * Real.exp (-2 * r)) r) ∧
    enclosedCharge 0 = 0 ∧ Tendsto cloudPotential atTop (𝓝 0) := by
  have hV : cloudPotential = fun x => x⁻¹ - quadExp 2 0 0 1 x * (1 + x⁻¹) := by
    funext x
    simp only [cloudPotential, quadExp]
    ring
  have hQ : enclosedCharge = fun x => 1 + quadExp 2 (-2) (-2) (-1) x := by
    funext x
    simp only [enclosedCharge, quadExp]
    ring
  refine ⟨fun r hr => ?_, fun r => ?_, by simp [enclosedCharge], ?_⟩
  · have hi := hasDerivAt_inv hr.ne'
    rw [hV]
    refine (hi.fun_sub ((quadExp_hasDerivAt 2 0 0 1 r).fun_mul
      (hi.const_add 1))).congr_deriv ?_
    simp only [enclosedCharge, quadExp]
    field_simp
    ring
  · rw [hQ]
    exact ((quadExp_hasDerivAt 2 (-2) (-2) (-1) r).const_add 1).congr_deriv (by ring)
  · have hi : Tendsto (fun x : ℝ => x⁻¹) atTop (𝓝 0) := tendsto_inv_atTop_zero
    rw [hV]
    simpa using hi.sub ((quadExp_tendsto two_pos 0 0 1).mul (hi.const_add 1))
```

This is the radial form of Gauss's law for this one density. The symbol `∧` joins four statements:

V′(r) = −Q(r)/r² for r > 0

Q′(r) = 4r² exp(−2r)

Q(0) = 0, and V(r) → 0 as r → ∞

By hand, V′ = −1/r² + exp(−2r)(2 + 2/r + 1/r²), which is −Q/r². In Q′, the constant and linear terms cancel. Together the statements fix V for r > 0, so the closed form is not an independent assumption.

```lean
/-- The product of distance and cloud potential, free of the pole at the centre. -/
theorem mul_cloudPotential (s : ℝ) :
    s * cloudPotential s = 1 - (1 + s) * Real.exp (-2 * s) := by
  rcases eq_or_ne s 0 with rfl | hs
  · simp
  · have h : s * (1 / s) = 1 := mul_one_div_cancel hs
    unfold cloudPotential
    linear_combination (1 - Real.exp (-2 * s)) * h
```

Multiplying out gives sV(s) = 1 − (1+s) exp(−2s). This also holds at s = 0, where Lean sets 1/0 = 0 and both sides vanish.

```lean
/-- The integral of distance times cloud potential between two distances. -/
theorem integral_mul_cloudPotential (a b : ℝ) :
    ∫ s in a..b, s * cloudPotential s = shellPrimitive b - shellPrimitive a := by
  simp_rw [mul_cloudPotential]
  refine intervalIntegral.integral_eq_sub_of_hasDerivAt (fun s _ => ?_)
    (Continuous.intervalIntegrable (by fun_prop) a b)
  exact ((hasDerivAt_id' s).fun_add
    (quadExp_hasDerivAt 2 0 (1 / 2) (3 / 4) s)).congr_deriv (by ring)
```

Differentiating P gives 1 + (1/2 − s − 3/2) exp(−2s) = sV(s). The fundamental theorem of calculus then gives the integral as P(b) − P(a).

## The cloud–cloud integral

```lean
/-- The radial integral behind the repulsion of two 1s clouds, in closed form. -/
theorem integral_radialIntegrand {R : ℝ} (hR : 0 < R) :
    ∫ r in Ioi (0 : ℝ), radialIntegrand R r =
      1 - Real.exp (-2 * R) * (1 + 11 * R / 8 + 3 * R ^ 2 / 4 + R ^ 3 / 6) := by
  set a := Real.exp (-2 * R) with ha
  set b := Real.exp (2 * R) with hb
  have hba : b * a = 1 := by rw [ha, hb, ← Real.exp_add]; simp
  have h4 : ∀ r : ℝ, Real.exp (-4 * r) = Real.exp (-2 * r) * Real.exp (-2 * r) := by
    intro r; rw [← Real.exp_add]; ring_nf
  have hplus : ∀ r : ℝ, Real.exp (-2 * (R + r)) = a * Real.exp (-2 * r) := by
    intro r; rw [ha, ← Real.exp_add]; ring_nf
  -- primitive for shells of radius at most `R`
  have hin : ∀ r ∈ uIcc 0 R, HasDerivAt (fun x => quadExp 2 (-2) (-2) (-1) x +
      a * (quadExp 4 (-1 / 4) (-(R / 4 + 1 / 2)) (-(R / 16 + 1 / 8)) x +
        (-(R + 3 / 2) / 2 * x ^ 2 + 1 / 3 * x ^ 3))) (radialIntegrand R r) r := by
    intro r hr
    rw [uIcc_of_le hR.le] at hr
    have h2 : HasDerivAt (fun x : ℝ => x ^ 2) (2 * r) r := by simpa using hasDerivAt_pow 2 r
    have h3 : HasDerivAt (fun x : ℝ => x ^ 3) (3 * r ^ 2) r := by
      simpa using hasDerivAt_pow 3 r
    have hm : Real.exp (-2 * r) * Real.exp (-2 * (R - r)) = a := by
      rw [ha, ← Real.exp_add]; ring_nf
    refine ((quadExp_hasDerivAt 2 (-2) (-2) (-1) r).fun_add
      (((quadExp_hasDerivAt 4 _ _ _ r).fun_add
        ((h2.const_mul _).fun_add (h3.const_mul _))).const_mul a)).congr_deriv ?_
    simp only [radialIntegrand, shellPrimitive, quadExp, abs_of_nonneg (sub_nonneg.2 hr.2),
      hplus, h4]
    linear_combination 2 * r * ((R - r) / 2 + 3 / 4) * hm
  -- primitive for shells of radius at least `R`
  have hout : ∀ r ∈ Ici R, HasDerivAt (fun x => quadExp 2 0 (-2 * R) (-R) x +
      quadExp 4 ((b - a) / 4) (b * (1 / 2 - R / 4) - a * (R / 4 + 1 / 2))
        (b * (1 / 8 - R / 16) - a * (R / 16 + 1 / 8)) x) (radialIntegrand R r) r := by
    intro r hr
    have habs : |R - r| = r - R := by
      rw [abs_sub_comm]; exact abs_of_nonneg (sub_nonneg.2 hr)
    have hm : Real.exp (-2 * (r - R)) = b * Real.exp (-2 * r) := by
      rw [hb, ← Real.exp_add]; ring_nf
    refine ((quadExp_hasDerivAt 2 _ _ _ r).fun_add
      (quadExp_hasDerivAt 4 _ _ _ r)).congr_deriv ?_
    simp only [radialIntegrand, shellPrimitive, quadExp, habs, hplus, hm, h4]
    ring
  have hpos : ∀ r ∈ Ioi R, 0 ≤ radialIntegrand R r := by
    intro r hr
    have hr0 : 0 < r := hR.trans hr
    have hle : |R - r| ≤ R + r := abs_le.2 ⟨by linarith, by linarith⟩
    unfold radialIntegrand
    rw [← integral_mul_cloudPotential]
    refine mul_nonneg (by positivity) (intervalIntegral.integral_nonneg hle fun s hs => ?_)
    have hs0 : 0 ≤ s := (abs_nonneg _).trans hs.1
    have h1 := mul_le_mul_of_nonneg_right (Real.add_one_le_exp s) (Real.exp_pos (-2 * s)).le
    rw [← Real.exp_add] at h1
    have h2 : Real.exp (s + -2 * s) ≤ 1 := Real.exp_le_one_iff.2 (by linarith)
    rw [mul_cloudPotential]
    linarith
  have hlim := (quadExp_tendsto two_pos 0 (-2 * R) (-R)).add
    (quadExp_tendsto four_pos ((b - a) / 4) (b * (1 / 2 - R / 4) - a * (R / 4 + 1 / 2))
      (b * (1 / 8 - R / 16) - a * (R / 16 + 1 / 8)))
  have hc : Continuous (radialIntegrand R) := by
    unfold radialIntegrand shellPrimitive quadExp
    fun_prop
  have hdis : Disjoint (Ioc 0 R) (Ioi R) :=
    Set.disjoint_left.2 fun _ hx hy => not_lt_of_ge hx.2 hy
  -- split at the other nucleus and evaluate both parts
  rw [← Ioc_union_Ioi_eq_Ioi hR.le, setIntegral_union hdis measurableSet_Ioi
    hc.integrableOn_Ioc (integrableOn_Ioi_deriv_of_nonneg' hout hpos hlim),
    integral_Ioi_of_hasDerivAt_of_nonneg' hout hpos hlim,
    ← intervalIntegral.integral_of_le hR.le,
    intervalIntegral.integral_eq_sub_of_hasDerivAt hin (hc.intervalIntegrable 0 R)]
  simp only [quadExp, h4, mul_zero, Real.exp_zero, ← ha]
  linear_combination
    (-a * (R ^ 2 / 4 + (1 / 2 - R / 4) * R + (1 / 8 - R / 16))) * hba
```

The braces in `{R : ℝ}` let Lean infer R; `hR` is the assumption R > 0. Write a = exp(−2R) and b = exp(2R), so ab = 1, and split the integral at r = R.

For r ≤ R, the integrand is

g = 4r² exp(−2r) + a[r(R+r+3/2) exp(−4r) − r(R−r+3/2)]

The primitive in `hin` gives

∫₀ᴿ g dr = 1 − a(7/8 + 31R/16 + 11R²/4 + R³/6) − a³(1/8 + 9R/16 + R²/2)

For r ≥ R, the integrand is

g = 4Rr exp(−2r) + r exp(−4r)[a(r+R+3/2) − b(r−R+3/2)]

The primitive in `hout` vanishes at infinity, so minus its value at R remains:

∫ᴿ^∞ g dr = a(−1/8 + 9R/16 + 2R²) + a³(1/8 + 9R/16 + R²/2)

The a³ terms cancel in the sum, leaving

1 − exp(−2R)(1 + 11R/8 + 3R²/4 + R³/6)

Lean also needs g to be integrable on the tail. `hpos` supplies g ≥ 0 there: since 1+s ≤ exp(s), we have (1+s) exp(−2s) ≤ exp(−s) ≤ 1 for s ≥ 0, so sV(s) ≥ 0. A non-negative derivative whose primitive has a finite limit is integrable.

```lean
/-- The Coulomb repulsion of two 1s clouds at distance `R`, in closed form. -/
theorem cloudRepulsion_eq {R : ℝ} (hR : 0 < R) : cloudRepulsion R =
    1 / R - Real.exp (-2 * R) * (1 / R + 11 / 8 + 3 * R / 4 + R ^ 2 / 6) := by
  have h : cloudRepulsion R = ∫ r in Ioi (0 : ℝ), radialIntegrand R r / R := by
    refine setIntegral_congr_fun measurableSet_Ioi fun r hr => ?_
    have hr1 : r * r⁻¹ = 1 := mul_inv_cancel₀ (ne_of_gt hr)
    simp only [shellMean, integral_mul_cloudPotential, radialIntegrand]
    linear_combination (2 * r * Real.exp (-2 * r) *
      (shellPrimitive (R + r) - shellPrimitive |R - r|) / R) * hr1
  have hR1 : 1 / R * R = 1 := one_div_mul_cancel hR.ne'
  rw [h, integral_div, integral_radialIntegrand hR, div_eq_iff hR.ne']
  linear_combination (Real.exp (-2 * R) - 1) * hR1
```

Dividing by R gives

J(R) = 1/R − exp(−2R)(1/R + 11/8 + 3R/4 + R²/6)

## The sign of the energy

```lean
/-- The electrostatic energy of two 1s atoms is an exponential times an algebraic factor. -/
theorem electrostaticEnergy_eq {R : ℝ} (hR : 0 < R) : electrostaticEnergy R =
    Real.exp (-2 * R) * (1 / R + 5 / 8 - 3 * R / 4 - R ^ 2 / 6) := by
  rw [electrostaticEnergy, cloudRepulsion_eq hR, cloudPotential]
  ring
```

In 1/R − 2V + J, the bare 1/R terms add to zero. The exponential terms give

E(R) = exp(−2R)(1/R + 5/8 − 3R/4 − R²/6)

The tactic `ring` does this algebra.

```lean
/-- The electrostatic energy of two 1s atoms changes sign once, at a distance between 1.3 and
1.4 bohr: it is positive at shorter and negative at larger distances. -/
theorem electrostaticEnergy_sign : ∃ R₀ : ℝ, 13 / 10 < R₀ ∧ R₀ < 7 / 5 ∧
    ∀ R : ℝ, 0 < R → (0 < electrostaticEnergy R ↔ R < R₀) ∧
      (electrostaticEnergy R < 0 ↔ R₀ < R) := by
  have hc : ContinuousOn (fun x : ℝ => 24 + 15 * x - 18 * x ^ 2 - 4 * x ^ 3)
      (Icc (13 / 10) (7 / 5)) := by fun_prop
  obtain ⟨x, ⟨hx1, hx2⟩, hx⟩ := intermediate_value_Ioo' (by norm_num) hc
    (show (0 : ℝ) ∈ Ioo _ _ by constructor <;> norm_num)
  simp only at hx
  refine ⟨x, hx1, hx2, fun R hR => ?_⟩
  have hx0 : 0 < x := by linarith
  -- the energy is a positive factor times `x - R`
  obtain ⟨C, hC, hE⟩ : ∃ C : ℝ, 0 < C ∧ electrostaticEnergy R = C * (x - R) := by
    refine ⟨Real.exp (-2 * R) / (24 * R) *
      ((24 + 18 * R * x + 4 * R * x * (R + x)) / x), by positivity, ?_⟩
    have h1 : 1 / R + 5 / 8 - 3 * R / 4 - R ^ 2 / 6 =
        (24 + 15 * R - 18 * R ^ 2 - 4 * R ^ 3) / (24 * R) := by
      rw [eq_div_iff (by positivity)]
      have hR1 : 1 / R * R = 1 := one_div_mul_cancel hR.ne'
      linear_combination 24 * hR1
    have h2 : 24 + 15 * R - 18 * R ^ 2 - 4 * R ^ 3 =
        (24 + 18 * R * x + 4 * R * x * (R + x)) * (x - R) / x := by
      rw [eq_div_iff hx0.ne']
      linear_combination R * hx
    rw [electrostaticEnergy_eq hR, h1, h2]
    ring
  rw [hE]
  constructor
  · rw [mul_pos_iff_of_pos_left hC, sub_pos]
  · constructor
    · intro h
      by_contra hn
      have := mul_nonneg hC.le (sub_nonneg.2 (le_of_not_gt hn))
      linarith
    · intro h
      exact mul_neg_of_pos_of_neg hC (sub_neg.2 h)
```

There is one R₀ in (1.3, 1.4) such that, for every R > 0, E(R) > 0 exactly when R < R₀, and E(R) < 0 exactly when R > R₀.

Put c(R) = 24 + 15R − 18R² − 4R³, so that E(R) = exp(−2R) c(R)/(24R). Since c(1.3) = 4.292 and c(1.4) = −1.256, the intermediate value theorem gives a root R₀, called `x` in the proof. Subtracting R c(R₀) = 0 from R₀ c(R) gives

R₀ c(R) = (R₀ − R)[24 + 18RR₀ + 4RR₀(R+R₀)]

The bracket is positive, so E has the sign of R₀ − R. The positive prefactor is `C` in the code.

```lean
/-- The electrostatic energy of two 1s atoms is negative at every distance of at least
1.5 bohr. -/
theorem electrostaticEnergy_neg {R : ℝ} (hR : 3 / 2 ≤ R) : electrostaticEnergy R < 0 := by
  obtain ⟨x, _, hx, h⟩ := electrostaticEnergy_sign
  exact (h R (by linarith)).2.2 (by linarith)

end

end PenetrationEnergy
```

If R ≥ 3/2, then R > 7/5 > R₀, and E(R) < 0. Without the lower bound on R the conclusion fails: at R = 1, the closed form gives E(1) = (17/24) exp(−2) > 0.

```lean
#print axioms PenetrationEnergy.gauss_law
#print axioms PenetrationEnergy.electrostaticEnergy_sign
#print axioms PenetrationEnergy.electrostaticEnergy_neg
```

```
'PenetrationEnergy.gauss_law' depends on axioms: [propext, Classical.choice, Quot.sound]
'PenetrationEnergy.electrostaticEnergy_sign' depends on axioms: [propext, Classical.choice, Quot.sound]
'PenetrationEnergy.electrostaticEnergy_neg' depends on axioms: [propext, Classical.choice, Quot.sound]
```
